# Unrestricted kinetic balance gives 2L + 1 small functions for a Cartesian shell of L, so the SSSS-to-LLLL ratio of integral counts falls from 81 towards 16 with shell degree

## Large shells and their small-component partners

In the four-component Dirac–Coulomb calculations considered here, the large and small components of the spinor are expanded in separate sets of scalar functions; some other codes use two-component spinor functions instead. Kinetic balance builds the small set from the large one: it must be able to represent the first derivatives of the large functions, because the momentum operator couples the two components.

The large functions here are Cartesian Gaussians

\[
g_{abc}(x,y,z)=x^a y^b z^c\,e^{-\alpha r^2},\qquad r^2=x^2+y^2+z^2 ,
\]

with non-negative integers \(a,b,c\) and \(\alpha>0\). The letter \(\alpha\) is the Gaussian exponent, not the fine-structure constant. The **shell of degree** \(l\) is the set of all \(g_{abc}\) with \(a+b+c=l\) at one \(\alpha\). This \(l\) is a Cartesian degree: the d shell has six functions, and their span contains \(r^2e^{-\alpha r^2}\), which is an s-type function.

In unrestricted kinetic balance, every Cartesian Gaussian that occurs in an \(x\), \(y\) or \(z\) derivative of a shell function becomes a small-component function with its own coefficient. Write \(L\) for the number of functions in the shell and \(S\) for the number in its small-component partner. Integrals are counted as ordered index quartets, without permutational symmetry or screening, so there are \(L^4\) of type LLLL and \(S^4\) of type SSSS.

## Shell sizes and the cost ratio

For every \(l\ge 0\),

\[
L=\frac{(l+1)(l+2)}{2},\qquad S=2L+1,\qquad
\frac{S^4}{L^4}=\left(2+\frac{2}{(l+1)(l+2)}\right)^4 .
\]

The ratio is 81 at \(l=0\), decreases strictly with \(l\) and tends to 16.

| \(l\) | \(L\) | \(S\) | \(S^4/L^4\) |
|---|---|---|---|
| 0 | 1 | 3 | 81 |
| 1 | 3 | 7 | 29.6 |
| 2 | 6 | 13 | 22.0 |
| 3 | 10 | 21 | 19.4 |

For a basis of several shells, with small functions counted separately for each shell, the ratio of the total counts is greater than 16 and at most 81.

## Array dimensions and integral estimates

A code that builds an unrestricted kinetic-balance basis shell by shell can use \(S\) to dimension its arrays, and \(S=2L+1\) is a quick check on the generator for a single shell. The fourth power of \(S/L\) gives a first estimate of how SSSS work compares with LLLL work in a Dirac–Hartree–Fock calculation, if all integrals are taken to cost the same and are neither screened nor reduced by symmetry.

## From derivatives to counts

**Derivatives.** In one dimension the product rule gives

\[
\frac{d}{dt}\,t^n e^{-\alpha t^2}=n\,t^{n-1}e^{-\alpha t^2}-2\alpha\,t^{n+1}e^{-\alpha t^2}.
\]

For \(n=0\) the first term is absent. A Cartesian derivative of \(g_{abc}\) acts on one factor only, so it raises one exponent by one and, if that exponent is positive, also lowers it by one.

**Which functions occur.** Every function reached from degree \(l\) has degree \(l+1\) or \(l-1\). Conversely, a triple of degree \(l+1\) has a positive exponent. Lowering that exponent gives a member of the original shell, from which the triple is reached by raising. If \(l\ge1\), a triple \((a,b,c)\) of degree \(l-1\) is reached by lowering the first exponent of \((a+1,b,c)\), which has degree \(l\). The small set therefore consists of the full shells \(l+1\) and, for \(l\ge1\), \(l-1\).

**Size of a shell.** Let \(s=b+c\), which runs from 0 to \(l\). For each \(s\), \(b\) runs from 0 to \(s\), while \(c=s-b\) and \(a=l-s\) are fixed. Hence

\[
L=\sum_{s=0}^{l}(s+1)=\frac{(l+1)(l+2)}{2}.
\]

**Size of the small set.** The two shells have different degrees and share no function. For \(l\ge1\),

\[
S=\frac{(l+2)(l+3)}{2}+\frac{l(l+1)}{2}=l^2+3l+3=(l+1)(l+2)+1=2L+1 .
\]

For \(l=0\), the small set is the p shell, and \(S=3=2\cdot1+1\).

**The ratio.** Dividing by \(L\) gives \(S/L=2+1/L\), whose fourth power is the formula above. At \(l=0\) it is \(3^4=81\). Since \(L\) grows strictly with \(l\), the ratio decreases strictly. Since \(0<1/L\le1/(l+1)\), the excess over 2 vanishes for large \(l\), and the limit is \(2^4=16\).

**Several shells.** Let a basis have \(N\ge1\) shells and \(L_{\rm tot}\) large functions. Adding \(S=2L+1\) over the shells gives \(S_{\rm tot}=2L_{\rm tot}+N\). Each shell holds at least one function, so \(1\le N\le L_{\rm tot}\). Therefore \(2L_{\rm tot}<S_{\rm tot}\le3L_{\rm tot}\), and fourth powers give the bounds 16 and 81.

## The counts in Lean

```lean
import Mathlib

open Finset Filter Topology

namespace KineticBalanceCost

noncomputable section

/-- The one-dimensional Gaussian primitive `t^n exp(-α t²)`. -/
def primitive (α : ℝ) (n : ℕ) (t : ℝ) : ℝ := t ^ n * Real.exp (-α * t ^ 2)

/-- The Cartesian Gaussian `x^a y^b z^c exp(-α r²)` with exponent triple `p = (a, b, c)`. -/
def gaussian (α : ℝ) (p : ℕ × ℕ × ℕ) (x y z : ℝ) : ℝ :=
  primitive α p.1 x * primitive α p.2.1 y * primitive α p.2.2 z

/-- The full Cartesian shell of degree `l`: all exponent triples with sum `l`. -/
def shell (l : ℕ) : Finset (ℕ × ℕ × ℕ) :=
  (range (l + 1) ×ˢ range (l + 1) ×ˢ range (l + 1)).filter
    (fun p => p.1 + p.2.1 + p.2.2 = l)

/-- The exponents produced by differentiating `t^n exp(-α t²)` with `α ≠ 0`: `n + 1` and, for
positive `n`, also `n - 1`. -/
def step (n : ℕ) : Finset ℕ :=
  (range (n + 2)).filter (fun m => m = n + 1 ∨ m + 1 = n)

/-- The unrestricted kinetic-balance set of a shell: every Cartesian Gaussian that occurs
in an `x`, `y` or `z` derivative of a function of the shell is a separate basis function. -/
def smallShell (l : ℕ) : Finset (ℕ × ℕ × ℕ) :=
  (shell l).biUnion fun p =>
    (step p.1).image (fun m => (m, p.2.1, p.2.2)) ∪
    (step p.2.1).image (fun m => (p.1, m, p.2.2)) ∪
    (step p.2.2).image (fun m => (p.1, p.2.1, m))

/-- The number of unscreened two-electron integrals over a set of functions, counted as
ordered index quartets without permutational symmetry. -/
def quartets (s : Finset (ℕ × ℕ × ℕ)) : ℕ := (s ×ˢ s ×ˢ s ×ˢ s).card

/-- The SSSS-to-LLLL ratio of unscreened integral counts for a large-component shell of
degree `l`. -/
def cost (l : ℕ) : ℝ := (quartets (smallShell l) : ℝ) / (quartets (shell l) : ℝ)

/-- The derivative of a Gaussian primitive is a combination of the primitives with the
exponent lowered and raised by one; for `n = 0` the lowered term has coefficient zero. -/
theorem primitive_deriv (α : ℝ) (n : ℕ) (t : ℝ) :
    HasDerivAt (primitive α n)
      (n * primitive α (n - 1) t - 2 * α * primitive α (n + 1) t) t := by
  have h1 := hasDerivAt_pow n t
  have h2 : HasDerivAt (fun s : ℝ => Real.exp (-α * s ^ 2))
      (Real.exp (-α * t ^ 2) * (-α * (2 * t))) t := by
    have h := ((hasDerivAt_pow 2 t).const_mul (-α)).exp
    exact h.congr_deriv (by norm_num)
  exact (h1.fun_mul h2).congr_deriv (by simp only [primitive]; ring)

/-- Each Cartesian derivative of a Cartesian Gaussian lowers and raises the exponent of
its own coordinate by one; a lowered term from exponent zero has coefficient zero. -/
theorem gaussian_deriv (α : ℝ) (a b c : ℕ) (x y z : ℝ) :
    HasDerivAt (fun t => gaussian α (a, b, c) t y z)
      (a * gaussian α (a - 1, b, c) x y z - 2 * α * gaussian α (a + 1, b, c) x y z) x ∧
    HasDerivAt (fun t => gaussian α (a, b, c) x t z)
      (b * gaussian α (a, b - 1, c) x y z - 2 * α * gaussian α (a, b + 1, c) x y z) y ∧
    HasDerivAt (fun t => gaussian α (a, b, c) x y t)
      (c * gaussian α (a, b, c - 1) x y z - 2 * α * gaussian α (a, b, c + 1) x y z) z := by
  simp only [gaussian]
  refine ⟨?_, ?_, ?_⟩
  · exact (((primitive_deriv α a x).mul_const (primitive α b y)).mul_const
      (primitive α c z)).congr_deriv (by ring)
  · exact (((primitive_deriv α b y).const_mul (primitive α a x)).mul_const
      (primitive α c z)).congr_deriv (by ring)
  · exact ((primitive_deriv α c z).const_mul
      (primitive α a x * primitive α b y)).congr_deriv (by ring)

/-- A Cartesian Gaussian belongs to the shell of degree `l` exactly when its exponents
sum to `l`. -/
theorem mem_shell {l a b c : ℕ} : (a, b, c) ∈ shell l ↔ a + b + c = l := by
  simp only [shell, mem_filter, mem_product, mem_range]
  omega

/-- A Cartesian Gaussian occurs in the derivatives of the shell of degree `l` exactly when
its own degree is one higher or one lower. -/
theorem mem_smallShell {l a b c : ℕ} :
    (a, b, c) ∈ smallShell l ↔ a + b + c = l + 1 ∨ a + b + c + 1 = l := by
  have mem_step : ∀ m n : ℕ, m ∈ step n ↔ m = n + 1 ∨ m + 1 = n := by
    intro m n
    simp only [step, mem_filter, mem_range]
    omega
  simp only [smallShell, mem_biUnion, mem_union, mem_image, mem_step, Prod.mk.injEq]
  constructor
  · rintro ⟨⟨i, j, k⟩, hp, h⟩
    rw [mem_shell] at hp
    dsimp only at h
    rcases h with (⟨m, hm, h1, h2, h3⟩ | ⟨m, hm, h1, h2, h3⟩) | ⟨m, hm, h1, h2, h3⟩ <;> omega
  · intro h
    -- a function of degree l + 1 has a positive exponent, from which it can be reached
    have h' : (1 ≤ a ∧ a + b + c = l + 1) ∨ (1 ≤ b ∧ a + b + c = l + 1) ∨
        (1 ≤ c ∧ a + b + c = l + 1) ∨ a + b + c + 1 = l := by omega
    rcases h' with h | h | h | h
    · exact ⟨(a - 1, b, c), mem_shell.2 (by omega),
        Or.inl (Or.inl ⟨a, by dsimp only; omega, rfl, rfl, rfl⟩)⟩
    · exact ⟨(a, b - 1, c), mem_shell.2 (by omega),
        Or.inl (Or.inr ⟨b, by dsimp only; omega, rfl, rfl, rfl⟩)⟩
    · exact ⟨(a, b, c - 1), mem_shell.2 (by omega),
        Or.inr ⟨c, by dsimp only; omega, rfl, rfl, rfl⟩⟩
    · exact ⟨(a + 1, b, c), mem_shell.2 (by omega),
        Or.inl (Or.inl ⟨a, by dsimp only; omega, rfl, rfl, rfl⟩)⟩

/-- Unrestricted kinetic balance of an s shell gives the full p shell; for a shell of
degree `l + 1` it gives the full Cartesian shells of degrees `l + 2` and `l`. -/
theorem smallShell_eq :
    smallShell 0 = shell 1 ∧ ∀ l, smallShell (l + 1) = shell (l + 2) ∪ shell l := by
  constructor
  · ext ⟨a, b, c⟩
    rw [mem_smallShell, mem_shell]
    omega
  · intro l
    ext ⟨a, b, c⟩
    rw [mem_union, mem_smallShell, mem_shell, mem_shell]
    omega

/-- A Cartesian shell of degree `l` has `(l+1)(l+2)/2` functions. -/
theorem shell_card (l : ℕ) : 2 * (shell l).card = (l + 1) * (l + 2) := by
  -- label a function by s = b + c and b
  have h : (shell l).card = ((range (l + 1)).sigma fun s => range (s + 1)).card := by
    refine Finset.card_nbij' (fun p => ⟨p.2.1 + p.2.2, p.2.1⟩)
      (fun q => (l - q.1, q.2, q.1 - q.2)) ?_ ?_ ?_ ?_
    · rintro ⟨a, b, c⟩ hp
      simp only [mem_coe, mem_shell] at hp
      simp only [mem_coe, mem_sigma, mem_range]
      omega
    · rintro ⟨s, b⟩ hq
      simp only [mem_coe, mem_sigma, mem_range] at hq
      simp only [mem_coe, mem_shell]
      omega
    · rintro ⟨a, b, c⟩ hp
      simp only [mem_coe, mem_shell] at hp
      have h1 : l - (b + c) = a := by omega
      have h2 : b + c - b = c := by omega
      simp only [h1, h2]
    · rintro ⟨s, b⟩ hq
      simp only [mem_coe, mem_sigma, mem_range] at hq
      have hs : b + (s - b) = s := by omega
      simp only [hs]
  have hsum : ∀ n : ℕ, 2 * ∑ s ∈ range n, (s + 1) = n * (n + 1) := by
    intro n
    induction n with
    | zero => simp
    | succ n ih => rw [sum_range_succ, mul_add, ih]; ring
  rw [h, card_sigma]
  simp only [card_range]
  exact hsum (l + 1)

/-- The kinetic-balance set of a Cartesian shell has one function more than twice the
number of functions in the shell. -/
theorem smallShell_card (l : ℕ) : (smallShell l).card = 2 * (shell l).card + 1 := by
  cases l with
  | zero =>
    rw [smallShell_eq.1]
    have h0 := shell_card 0
    have h1 := shell_card 1
    omega
  | succ l =>
    have hd : Disjoint (shell (l + 2)) (shell l) := by
      rw [Finset.disjoint_left]
      rintro ⟨a, b, c⟩ h1 h2
      rw [mem_shell] at h1 h2
      omega
    rw [smallShell_eq.2, card_union_of_disjoint hd]
    have h0 := shell_card l
    have h1 := shell_card (l + 1)
    have h2 := shell_card (l + 2)
    linarith

/-- The SSSS-to-LLLL ratio of unscreened integral counts for a shell of degree `l`, in closed form.
-/
theorem cost_eq (l : ℕ) : cost l = (2 + 2 / (((l : ℝ) + 1) * (l + 2))) ^ 4 := by
  have hq : ∀ s, quartets s = s.card ^ 4 := by
    intro s
    simp only [quartets, card_product]
    ring
  have h2 : 2 * ((shell l).card : ℝ) = ((l : ℝ) + 1) * (l + 2) := by
    exact_mod_cast shell_card l
  have hL : ((shell l).card : ℝ) = ((l : ℝ) + 1) * (l + 2) / 2 := by linarith
  have hS : ((smallShell l).card : ℝ) = 2 * ((shell l).card : ℝ) + 1 := by
    exact_mod_cast smallShell_card l
  have hX : ((l : ℝ) + 1) * (l + 2) ≠ 0 := by positivity
  rw [cost, hq, hq, Nat.cast_pow, Nat.cast_pow, ← div_pow, hS, hL]
  generalize ((l : ℝ) + 1) * (l + 2) = X at hX
  congr 1
  field_simp

/-- The SSSS-to-LLLL ratio of unscreened integral counts in unrestricted kinetic balance is 81 for
an s shell, decreases strictly with the degree of the shell, and tends to 16. -/
theorem cost_decreases_from_81_to_16 :
    cost 0 = 81 ∧ StrictAnti cost ∧ Tendsto cost atTop (𝓝 16) := by
  refine ⟨?_, ?_, ?_⟩
  · rw [cost_eq]
    norm_num
  · intro m n hmn
    have h : (m : ℝ) < n := by exact_mod_cast hmn
    have hm : (0 : ℝ) ≤ m := Nat.cast_nonneg m
    have hlt : 2 / (((n : ℝ) + 1) * (n + 2)) < 2 / (((m : ℝ) + 1) * (m + 2)) :=
      div_lt_div_of_pos_left two_pos (by positivity) (by nlinarith)
    rw [cost_eq, cost_eq]
    exact pow_lt_pow_left₀ (by linarith) (by positivity) (by norm_num)
  · -- the excess over the ratio 2 is squeezed to zero
    have h0 : Tendsto (fun l : ℕ => 2 / (((l : ℝ) + 1) * (l + 2))) atTop (𝓝 0) := by
      refine squeeze_zero (fun l => by positivity) (fun l => ?_)
        (tendsto_one_div_add_atTop_nhds_zero_nat (𝕜 := ℝ))
      have hl : (0 : ℝ) ≤ l := Nat.cast_nonneg l
      rw [div_le_div_iff₀ (by positivity) (by positivity)]
      nlinarith
    have h4 := (h0.const_add 2).pow 4
    rw [show (16 : ℝ) = (2 + 0) ^ 4 by norm_num]
    exact h4.congr fun l => (cost_eq l).symm

/-- In a basis with `n l` shells of each degree `l` in `s`, at least one shell in all, and
small-component functions counted separately for each shell, the total SSSS count is more
than 16 times and at most 81 times the total LLLL count. -/
theorem mixed_basis_cost (s : Finset ℕ) (n : ℕ → ℕ) (hn : 0 < ∑ l ∈ s, n l) :
    16 * (∑ l ∈ s, n l * (shell l).card) ^ 4 < (∑ l ∈ s, n l * (smallShell l).card) ^ 4 ∧
    (∑ l ∈ s, n l * (smallShell l).card) ^ 4 ≤ 81 * (∑ l ∈ s, n l * (shell l).card) ^ 4 := by
  have hS : ∑ l ∈ s, n l * (smallShell l).card =
      2 * ∑ l ∈ s, n l * (shell l).card + ∑ l ∈ s, n l := by
    rw [Finset.mul_sum, ← Finset.sum_add_distrib]
    refine Finset.sum_congr rfl fun l _ => ?_
    rw [smallShell_card]
    ring
  -- every shell holds at least one function
  have hN : ∑ l ∈ s, n l ≤ ∑ l ∈ s, n l * (shell l).card := by
    refine Finset.sum_le_sum fun l _ => Nat.le_mul_of_pos_right _ ?_
    exact Finset.card_pos.2 ⟨(l, 0, 0), mem_shell.2 (by omega)⟩
  rw [hS]
  generalize ∑ l ∈ s, n l * (shell l).card = L at hN
  generalize ∑ l ∈ s, n l = N at hn hN
  constructor
  · calc 16 * L ^ 4 = (2 * L) ^ 4 := by ring
      _ < (2 * L + N) ^ 4 := Nat.pow_lt_pow_left (by omega) (by norm_num)
  · calc (2 * L + N) ^ 4 ≤ (3 * L) ^ 4 := Nat.pow_le_pow_left (by omega) 4
      _ = 81 * L ^ 4 := by ring

end

end KineticBalanceCost
```

```lean
#print axioms KineticBalanceCost.gaussian_deriv
#print axioms KineticBalanceCost.smallShell_eq
#print axioms KineticBalanceCost.cost_decreases_from_81_to_16
#print axioms KineticBalanceCost.mixed_basis_cost
```

```
'KineticBalanceCost.gaussian_deriv' depends on axioms: [propext, Classical.choice, Quot.sound]
'KineticBalanceCost.smallShell_eq' depends on axioms: [propext, Classical.choice, Quot.sound]
'KineticBalanceCost.cost_decreases_from_81_to_16' depends on axioms: [propext, Classical.choice, Quot.sound]
'KineticBalanceCost.mixed_basis_cost' depends on axioms: [propext, Classical.choice, Quot.sound]
```

## Guaranteed counts, and the way from counts to run time

**The objects.** A basis function is represented by its exponent triple, of type `ℕ × ℕ × ℕ`, and `gaussian` turns the triple into a function of position. `shell l` is the large shell. `smallShell l` collects the triples obtained by applying `step`, the raising and lowering rule, to one coordinate at a time. `quartets` counts ordered quartets, and `cost l` is the real number \(S^4/L^4\), a ratio of counts and not a time.

**The statements.** `shell_card` gives the shell size in doubled form, and `smallShell_card` is \(S=2L+1\). `smallShell_eq` treats degree 0 separately and then says that degree `l + 1` leads to the shells `l + 2` and `l`. `cost_decreases_from_81_to_16` contains the initial value, the strict decrease (`StrictAnti`) and the limit (`Tendsto`). In `mixed_basis_cost`, `s` is a finite set of degrees and `n l` the number of shells of degree `l`. The hypothesis `hn` says that the basis has at least one shell, and the bounds are written without division.

**The proof.** `primitive_deriv` is the product rule, and `gaussian_deriv` applies it to each coordinate. `mem_smallShell` proves the description by degree: one direction is integer arithmetic by `omega`, and the other names a parent triple in each of four cases. `shell_card` uses the relabelling by \(s\) and \(b\) as an explicit bijection and sums \(s+1\) by induction. `smallShell_card` adds the sizes of the two disjoint shells. `cost_eq` converts quartet counts to fourth powers, and the limit follows by squeezing the excess over 2 below \(1/(l+1)\). `mixed_basis_cost` derives \(S_{\rm tot}=2L_{\rm tot}+N\) and compares fourth powers of natural numbers.

**Labels and functions.** The counting theorems concern exponent triples. The derivative theorems justify the rule in `step`, but the link between them is read off by the user: for \(\alpha\neq0\), the coefficients of the raised term and of any lowered term from a positive exponent are nonzero.

**Shared exponents.** `mixed_basis_cost` counts small functions shell by shell. If a code merges duplicates, the lower bound can fail: s, p and d shells at one common \(\alpha\) have 10 large functions and 20 distinct small ones, a ratio of exactly 16.

**Run time.** The step from these counts to a real calculation is the assumption that every ordered quartet costs the same. Permutational symmetry already changes small cases: for a single s shell, the eightfold symmetry of real integrals leaves 21 SSSS integrals against one LLLL integral, not 81. Screening, contraction and the higher price of integrals over higher degrees change the ratio further.
